# Dudarev energy between two orthonormal orbitals: zero along a coherent rotation, U s(1−s) along an incoherent mixture

An electron's switch from one orbital to another is described here by a prescribed path of occupation matrices, with their off-diagonal entries kept, and each matrix n is assigned only its Dudarev energy

E(n) = (U/2) Re Tr(n − n²).

The matrix belongs to one site and one spin channel and is written in a finite orthonormal basis of local orbitals. The real constant U stands for the effective on-site interaction, usually written U − J, with J the on-site exchange parameter. The band energy, the crystal field and self-consistency are left out, so "barrier" means the barrier in this term alone.

## Two routes from uu* to vv*

For orbitals a and b, write ⟨a,b⟩ = Σᵢ conj(aᵢ) bᵢ, and let ab* be the matrix with entries aᵢ conj(bⱼ). Then

(ab*)(cd*) = ⟨b,c⟩ ad*,  Tr(ab*) = ⟨b,a⟩.

Let u and v be orthonormal. The coherent route rotates the occupied orbital, w = cos(t) u + sin(t) v, with t running from 0 to π/2. Since ⟨u,v⟩ = ⟨v,u⟩ = 0,

⟨w,w⟩ = cos²t + sin²t = 1.

Hence (ww*)² = ⟨w,w⟩ ww* = ww*, and E(ww*) = 0 for every real t.

The incoherent route is n = (1−s) uu* + s vv*, with s running from 0 to 1. For unit orbitals of any overlap, Tr n = 1 and

n² = (1−s)² uu* + s² vv* + s(1−s)(⟨u,v⟩ uv* + ⟨v,u⟩ vu*),

Tr n² = (1−s)² + s² + 2s(1−s)|⟨u,v⟩|².

Because 1 − (1−s)² − s² = 2s(1−s), this gives

E(n) = U s(1−s)(1 − |⟨u,v⟩|²).

For orthonormal orbitals the energy is U s(1−s), which for U > 0 peaks at U/4 when s = 1/2.

## Coherence as the difference between the routes

Keep u and v orthonormal and add a complex coherence c to the mixture:

m = n + c uv* + conj(c) vu*.

The added terms have zero trace. In m², their products with uu* and vv* are traceless or zero, and their own squares vanish. The two mixed products give |c|² uu* and |c|² vv*. Therefore

Tr m² = (1−s)² + s² + 2|c|²,

E(m) = U(s(1−s) − |c|²).

Expanding the coherent projector gives

ww* = cos²t uu* + sin²t vv* + cos t sin t (uv* + vu*).

This is m with s = sin²t and c = cos t sin t, so |c|² = s(1−s) and the energy vanishes. In DFT+U terms, for U > 0 this single-site correction penalises fractional eigenvalues of the occupation matrix, not fractional diagonal entries as such.

## What can fail without orthogonality

For normalised orbitals that are not orthogonal, both results for orthonormal orbitals, zero along the rotation and U s(1−s) along the mixture, can fail. Take v = u with u normalised. The mixture is then uu* for every s, so its energy at s = 1/2 is 0 instead of U/4. At t = π/4 the rotated vector is √2 u, its outer product is 2uu*, and the energy is (U/2)(2 − 4) = −U instead of 0. This matrix has occupation 2 in a single spin orbital, so it is not a physical occupation matrix; normalising the rotated vector first restores zero energy.

## Occupation matrices and energy in Lean

The finite type `ι` labels the orthonormal basis orbitals, and an orbital is its list of coefficients in that basis, a function `ι → ℂ`.

```lean
import Mathlib

open Matrix

namespace DudarevSwitchingPaths

noncomputable section

variable {ι : Type*} [Fintype ι]
```

`ketbra a b` is ab*, with the conjugate on the second orbital.

```lean
/-- The outer product of the orbitals `a` and `b`, with entries `a i * conj (b j)`. -/
def ketbra (a b : ι → ℂ) : Matrix ι ι ℂ :=
  Matrix.of fun i j => a i * star (b j)
```

The energy is defined for every complex matrix. The real part makes it a real number; for the Hermitian matrices used here the trace is already real.

```lean
/-- The Dudarev energy `(U/2) Re Tr(n - n²)` of an occupation matrix `n`. -/
def dudarev (U : ℝ) (n : Matrix ι ι ℂ) : ℝ :=
  U / 2 * (Matrix.trace (n - n * n)).re
```

The next three definitions are w, n and m. The parameters `s` and `c` are unrestricted. For orthonormal u and v, however, n has eigenvalues between 0 and 1 exactly when 0 ≤ s ≤ 1, and m exactly when |c|² ≤ s(1−s).

```lean
/-- The rotated orbital `cos(t) u + sin(t) v`. -/
def superpose (u v : ι → ℂ) (t : ℝ) : ι → ℂ :=
  (Real.cos t : ℂ) • u + (Real.sin t : ℂ) • v

/-- The incoherent mixture of the orbitals `u` and `v` with weights `1 - s` and `s`. -/
def mixture (u v : ι → ℂ) (s : ℝ) : Matrix ι ι ℂ :=
  (1 - (s : ℂ)) • ketbra u u + (s : ℂ) • ketbra v v

/-- The mixture of `u` and `v` supplemented by an off-diagonal coherence `c`. -/
def partlyCoherent (u v : ι → ℂ) (s : ℝ) (c : ℂ) : Matrix ι ι ℂ :=
  mixture u v s + c • ketbra u v + star c • ketbra v u
```

## Products, traces and overlaps

The expression `star a ⬝ᵥ b` is ⟨a,b⟩. The product and trace rules are proved by writing out the sums and comparing them term by term.

```lean
/-- The product of two outer products is an outer product weighted by the inner overlap. -/
theorem ketbra_mul (a b c d : ι → ℂ) :
    ketbra a b * ketbra c d = (star b ⬝ᵥ c) • ketbra a d := by
  ext i j
  simp only [Matrix.mul_apply, ketbra, Matrix.of_apply, Matrix.smul_apply, smul_eq_mul,
    dotProduct, Finset.sum_mul, Pi.star_apply]
  exact Finset.sum_congr rfl fun k _ => by ring

/-- The trace of an outer product is the overlap of its two orbitals. -/
theorem trace_ketbra (a b : ι → ℂ) : Matrix.trace (ketbra a b) = star b ⬝ᵥ a := by
  simp only [Matrix.trace, Matrix.diag_apply, ketbra, Matrix.of_apply, dotProduct,
    Pi.star_apply]
  exact Finset.sum_congr rfl fun k _ => mul_comm _ _
```

Conjugate symmetry supplies ⟨v,u⟩ from ⟨u,v⟩.

```lean
/-- Exchanging the two orbitals conjugates their overlap. -/
theorem overlap_symm (u v : ι → ℂ) : star v ⬝ᵥ u = star (star u ⬝ᵥ v) := by
  simp only [dotProduct, star_sum, star_mul', Pi.star_apply, star_star]
  exact Finset.sum_congr rfl fun k _ => mul_comm _ _
```

## The rotated orbital stays pure

For a normalised orbital, the product rule turns the square of the projector into the projector itself, so the difference inside the trace is zero.

```lean
/-- The projector onto any normalised orbital has zero Dudarev energy. -/
theorem dudarev_pure (U : ℝ) {w : ι → ℂ} (hw : star w ⬝ᵥ w = 1) :
    dudarev U (ketbra w w) = 0 := by
  unfold dudarev
  rw [ketbra_mul, hw, one_smul, sub_self, Matrix.trace_zero, Complex.zero_re, mul_zero]
```

The hypotheses `hu`, `hv` and `huv` together express orthonormality. The proof expands ⟨w,w⟩ by linearity, and `linear_combination h` closes it with sin²t + cos²t = 1.

```lean
/-- Rotating between two orthonormal orbitals keeps the orbital normalised. -/
theorem superpose_normalised {u v : ι → ℂ} (hu : star u ⬝ᵥ u = 1) (hv : star v ⬝ᵥ v = 1)
    (huv : star u ⬝ᵥ v = 0) (t : ℝ) :
    star (superpose u v t) ⬝ᵥ superpose u v t = 1 := by
  have hvu : star v ⬝ᵥ u = 0 := by rw [overlap_symm, huv, star_zero]
  have h : (Real.sin t : ℂ) ^ 2 + (Real.cos t : ℂ) ^ 2 = 1 := by
    rw [← Complex.ofReal_pow, ← Complex.ofReal_pow, ← Complex.ofReal_add,
      Real.sin_sq_add_cos_sq, Complex.ofReal_one]
  simp only [superpose, star_add, star_smul, add_dotProduct, dotProduct_add, smul_dotProduct,
    dotProduct_smul, hu, hv, huv, hvu, smul_eq_mul, Complex.star_def, Complex.conj_ofReal]
  linear_combination h
```

The identity between the outer product ww* and the partly coherent matrix needs no orthonormality, although without normalisation ww* need not be a projector. It is checked entry by entry; the only discrepancy is cos²t against 1 − sin²t in the coefficient of uu*.

```lean
omit [Fintype ι] in
/-- The outer product of `cos(t) u + sin(t) v` with itself is the mixture with `s = sin²(t)` plus
the coherence `cos(t) sin(t)`. -/
theorem coherent_eq_partlyCoherent (u v : ι → ℂ) (t : ℝ) :
    ketbra (superpose u v t) (superpose u v t) =
      partlyCoherent u v (Real.sin t ^ 2) ((Real.cos t : ℂ) * (Real.sin t : ℂ)) := by
  have h : (Real.sin t : ℂ) ^ 2 + (Real.cos t : ℂ) ^ 2 = 1 := by
    rw [← Complex.ofReal_pow, ← Complex.ofReal_pow, ← Complex.ofReal_add,
      Real.sin_sq_add_cos_sq, Complex.ofReal_one]
  ext i j
  simp only [superpose, partlyCoherent, mixture, ketbra, Matrix.of_apply, Matrix.add_apply,
    Matrix.smul_apply, Pi.add_apply, Pi.smul_apply, smul_eq_mul, Complex.star_def,
    map_add, map_mul, Complex.conj_ofReal, Complex.ofReal_pow]
  linear_combination (u i * (starRingEnd ℂ) (u j)) * h
```

## The cost of mixing

For the mixture, `key` is the trace calculation above. Simplification applies the product and trace rules, and `linear_combination` replaces ⟨u,v⟩ times its conjugate by `Complex.normSq`, the squared modulus. The factor U/2 then gives the energy.

```lean
/-- For normalised orbitals of arbitrary overlap, the mixture has Dudarev energy
`U s (1 - s) (1 - |⟨u, v⟩|²)`. -/
theorem dudarev_mixture (U s : ℝ) {u v : ι → ℂ} (hu : star u ⬝ᵥ u = 1)
    (hv : star v ⬝ᵥ v = 1) :
    dudarev U (mixture u v s) = U * s * (1 - s) * (1 - Complex.normSq (star u ⬝ᵥ v)) := by
  have hvu := overlap_symm u v
  have hz : (star u ⬝ᵥ v) * star (star u ⬝ᵥ v) = (Complex.normSq (star u ⬝ᵥ v) : ℂ) :=
    Complex.mul_conj _
  -- the cross terms of `n²` contribute the squared overlap
  have key : Matrix.trace (mixture u v s - mixture u v s * mixture u v s) =
      ((2 * s * (1 - s) * (1 - Complex.normSq (star u ⬝ᵥ v)) : ℝ) : ℂ) := by
    simp only [mixture, Matrix.add_mul, Matrix.mul_add, Matrix.smul_mul, Matrix.mul_smul,
      ketbra_mul, Matrix.trace_sub, Matrix.trace_add, Matrix.trace_smul, trace_ketbra,
      hu, hv, hvu, smul_eq_mul, Complex.ofReal_mul, Complex.ofReal_sub, Complex.ofReal_one,
      Complex.ofReal_ofNat]
    linear_combination (-2 * (s : ℂ) * (1 - (s : ℂ))) * hz
  unfold dudarev
  rw [key, Complex.ofReal_re]
  ring
```

With orthonormal orbitals and a coherence, the same expansion leaves c conj(c) twice, which accounts for the coefficient −2 in the last step of `key`.

```lean
/-- For orthonormal orbitals, the mixture supplemented by a coherence `c` has Dudarev energy `U (s
(1 - s) - |c|²)`. -/
theorem dudarev_partlyCoherent (U s : ℝ) (c : ℂ) {u v : ι → ℂ} (hu : star u ⬝ᵥ u = 1)
    (hv : star v ⬝ᵥ v = 1) (huv : star u ⬝ᵥ v = 0) :
    dudarev U (partlyCoherent u v s c) = U * (s * (1 - s) - Complex.normSq c) := by
  have hvu : star v ⬝ᵥ u = 0 := by rw [overlap_symm, huv, star_zero]
  have hc : c * star c = (Complex.normSq c : ℂ) := Complex.mul_conj c
  -- of the terms containing `c`, only the products of the two opposite coherences have a trace
  have key : Matrix.trace (partlyCoherent u v s c -
      partlyCoherent u v s c * partlyCoherent u v s c) =
      ((2 * (s * (1 - s) - Complex.normSq c) : ℝ) : ℂ) := by
    simp only [partlyCoherent, mixture, Matrix.add_mul, Matrix.mul_add, Matrix.smul_mul,
      Matrix.mul_smul, ketbra_mul, Matrix.trace_sub, Matrix.trace_add, Matrix.trace_smul,
      trace_ketbra, hu, hv, huv, hvu, smul_eq_mul, Complex.ofReal_mul, Complex.ofReal_sub,
      Complex.ofReal_one, Complex.ofReal_ofNat]
    linear_combination (-2 : ℂ) * hc
  unfold dudarev
  rw [key, Complex.ofReal_re]
  ring
```

## Common endpoints, different energies

The main theorem has four parts: both paths start at uu*, both end at vv*, the coherent path has zero energy for every real `t`, and the mixture has energy U s(1−s) for every real `s`. The endpoints follow by inserting the values of sine, cosine and `s`. The energies come from `dudarev_pure` with `superpose_normalised`, and from `dudarev_mixture` with zero overlap. The sign of `U` is unrestricted, so calling the second energy a barrier requires U > 0.

```lean
/-- For orthonormal `u` and `v`, the coherent and incoherent paths both lead from the projector onto
`u` to the projector onto `v`; the Dudarev energy is zero all along the first and `U s (1 - s)`
along the second. -/
theorem switching_barrier_depends_on_path (U : ℝ) {u v : ι → ℂ} (hu : star u ⬝ᵥ u = 1)
    (hv : star v ⬝ᵥ v = 1) (huv : star u ⬝ᵥ v = 0) :
    (ketbra (superpose u v 0) (superpose u v 0) = ketbra u u ∧ mixture u v 0 = ketbra u u) ∧
    (ketbra (superpose u v (Real.pi / 2)) (superpose u v (Real.pi / 2)) = ketbra v v ∧
      mixture u v 1 = ketbra v v) ∧
    (∀ t : ℝ, dudarev U (ketbra (superpose u v t) (superpose u v t)) = 0) ∧
    (∀ s : ℝ, dudarev U (mixture u v s) = U * s * (1 - s)) := by
  refine ⟨⟨?_, ?_⟩, ⟨?_, ?_⟩, fun t => ?_, fun s => ?_⟩
  · simp only [superpose, Real.cos_zero, Real.sin_zero, Complex.ofReal_zero,
      Complex.ofReal_one, zero_smul, one_smul, add_zero]
  · simp only [mixture, Complex.ofReal_zero, sub_zero, zero_smul, one_smul, add_zero]
  · simp only [superpose, Real.cos_pi_div_two, Real.sin_pi_div_two, Complex.ofReal_zero,
      Complex.ofReal_one, zero_smul, one_smul, zero_add]
  · simp only [mixture, Complex.ofReal_one, sub_self, zero_smul, one_smul, zero_add]
  · exact dudarev_pure U (superpose_normalised hu hv huv t)
  · rw [dudarev_mixture U s hu hv, huv, map_zero]
    ring
```

An orthonormal pair requires at least two basis orbitals. The vectors (1, 0) and (0, i) provide one in that smallest case, with a complex entry that exercises the conjugation.

```lean
/-- The orbitals `(1, 0)` and `(0, i)` are orthonormal. -/
theorem orthonormal_witness :
    star (![1, 0] : Fin 2 → ℂ) ⬝ᵥ ![1, 0] = 1 ∧
    star (![0, Complex.I] : Fin 2 → ℂ) ⬝ᵥ ![0, Complex.I] = 1 ∧
    star (![1, 0] : Fin 2 → ℂ) ⬝ᵥ ![0, Complex.I] = 0 := by
  refine ⟨?_, ?_, ?_⟩ <;> simp [dotProduct, Fin.sum_univ_two]

end

end DudarevSwitchingPaths
```

```lean
#print axioms DudarevSwitchingPaths.coherent_eq_partlyCoherent
#print axioms DudarevSwitchingPaths.dudarev_partlyCoherent
#print axioms DudarevSwitchingPaths.switching_barrier_depends_on_path
```

```
'DudarevSwitchingPaths.coherent_eq_partlyCoherent' depends on axioms: [propext, Classical.choice, Quot.sound]
'DudarevSwitchingPaths.dudarev_partlyCoherent' depends on axioms: [propext, Classical.choice, Quot.sound]
'DudarevSwitchingPaths.switching_barrier_depends_on_path' depends on axioms: [propext, Classical.choice, Quot.sound]
```
